# The Bethe sum of pair and site terms gives the exact log Z of a finite zero-field Ising tree

## Question

To get the free energy of a branched cluster of Ising spins, I add the free energies of all bonded pairs and subtract a single-spin term wherever pairs overlap. With no loops and no field, this agrees with full enumeration. But the term I subtract is that of a free spin, \(-k_BT\log 2\), and the shared spin is coupled to all its neighbours. Why is there no error left over?

## Answer

Without a field, each bond of a tree contributes its own factor to the partition function, whatever the other bonds do. The free-spin term then only corrects the count of spin states. Every free energy here is \(-k_BT\log Z\) of the part concerned, so it suffices to compare the logarithms.

**One factor per bond.** Let \(s_i=\pm1\) be the spins on \(N\) sites. For an edge \(e=\{i,j\}\), let \(b_e=s_is_j\), and let \(K_e=J_e/k_BT\) be its reduced coupling, positive for a ferromagnetic bond. For a set \(F\) of edges,
\[
w_F=\exp\Big(\sum_{e\in F}K_e b_e\Big),\qquad Z_F=\sum_{s}w_F .
\]
Add to \(F\) a new edge \(e=\{u,v\}\) of the tree. Cutting \(e\) in the tree separates \(u\) from \(v\), so no edge of \(F\) joins the two sides. Reversing all spins on the side of \(u\) leaves \(w_F\) unchanged and turns \(b_e\) into \(-b_e\). The sum over configurations therefore equals its own negative:
\[
\sum_s b_e w_F=0 .
\]
Since \(b_e=\pm1\), we have \(e^{K_eb_e}=\cosh K_e+b_e\sinh K_e\), and so
\[
Z_{F\cup\{e\}}=\cosh K_e\,Z_F+\sinh K_e\sum_s b_ew_F=\cosh K_e\,Z_F .
\]
Without edges \(Z=2^N\). Adding all \(E\) edges gives
\[
Z=2^N\prod_e\cosh K_e .
\]

**Counting the overlaps.** An isolated pair has two parallel and two antiparallel states, so \(Z_{\text{pair}}=2e^{K}+2e^{-K}=4\cosh K\). A single spin has \(Z_{\text{site}}=2\). If \(d_v\) is the number of edges at site \(v\), then \(\sum_v d_v=2E\) and \(\sum_v(d_v-1)=2E-N\). Hence
\[
\sum_e\log(4\cosh K_e)-\sum_v(d_v-1)\log2
=N\log 2+\sum_e\log\cosh K_e=\log Z .
\]

**Correlations and uniform coupling.** Because \(b_e^2=1\), the same expansion gives \(\sum_s b_e w_{F\cup\{e\}}=\sinh K_e\,Z_F\). Dividing by \(Z_{F\cup\{e\}}\) yields \(\langle s_us_v\rangle=\tanh K_e\), the value for the isolated pair. A tree has \(E=N-1\), so a uniform coupling \(K\) gives \(\log Z=(N-1)\log(4\cosh K)-(N-2)\log2\).

**What the Lean theorems say.** `V` is the finite set of sites and `G` the graph of bonds. A configuration is a function `V → Bool`, read as \(\pm1\) by `spin`. An edge is an unordered pair in `Sym2 V`; `K` assigns a real number to every such pair, but only edges of `G` enter the weight. `siteZ` and `pairZ` are defined as spin sums, and `betheLogZ` combines their logarithms. This is the unmagnetised form of the Bethe expression; the general Bethe approximation also allows effective fields on the spins, which can matter on graphs with loops.

`bethe_exact` assumes only `G.IsAcyclic`, so it holds for forests too, and states both the Bethe form and the explicit formula. `log_partitionFn_uniform_tree` needs `G.IsTree`, which includes connectedness. `correlation_forest` concerns neighbouring spins only.

Temperature appears only through `K`; that a real system reduces to classical spins with these couplings is a physical assumption. Fields, loops and infinite trees are left out. For simulation practice, the formula supplies an exact reference value for Monte Carlo free energies, restricted to finite zero-field Ising forests.

**How the Lean proof is built.** `exists_sides` marks the sites still reachable from `u` after the cut, using the fact that every edge of an acyclic graph is a bridge. `bond_flipSide` gives the sign change under reversal. `sum_bond_eq_zero` treats the reversal as a bijection of configurations (`Equiv.sum_comp`) and concludes that the sum vanishes. `join_sides` inserts the hyperbolic expansion and delivers both the \(\cosh\) and the \(\sinh\) identity.

`partitionFn_forest` is the induction over edge sets contained in `G`, and `sum_overcount` is the degree count. `bethe_exact` then takes logarithms, which split because every \(\cosh K_e\) is positive. For the correlation, the edge is erased and put back, and the common factor \(Z_F>0\) cancels.

```lean
import Mathlib

open Finset

namespace BetheTreeIsing

noncomputable section

variable {V : Type*} [Fintype V] [DecidableEq V]

/-- The value `+1` or `-1` of an Ising spin. -/
def spin (b : Bool) : ℝ := if b then 1 else -1

/-- The bond variable of an edge: the product of the spins at its two ends. -/
def bond (σ : V → Bool) : Sym2 V → ℝ :=
  Sym2.lift ⟨fun i j => spin (σ i) * spin (σ j), fun _ _ => mul_comm _ _⟩

/-- The zero-field Boltzmann weight of a configuration, with reduced couplings `K` on the
edges in `F`. -/
def weight (F : Finset (Sym2 V)) (K : Sym2 V → ℝ) (σ : V → Bool) : ℝ :=
  Real.exp (∑ e ∈ F, K e * bond σ e)

/-- The partition function: the sum of the Boltzmann weights of all spin configurations. -/
def partitionFn (F : Finset (Sym2 V)) (K : Sym2 V → ℝ) : ℝ :=
  ∑ σ : V → Bool, weight F K σ

/-- The thermal average of the product of the two spins at the ends of `e`. -/
def correlation (F : Finset (Sym2 V)) (K : Sym2 V → ℝ) (e : Sym2 V) : ℝ :=
  (∑ σ : V → Bool, bond σ e * weight F K σ) / partitionFn F K

/-- The partition function of a single free spin. -/
def siteZ : ℝ := ∑ _s : Bool, 1

/-- The partition function of an isolated pair of spins with reduced coupling `k`. -/
def pairZ (k : ℝ) : ℝ := ∑ s : Bool, ∑ t : Bool, Real.exp (k * (spin s * spin t))

/-- The zero-field, unmagnetised Bethe expression for `log Z`: the sum of all isolated-pair terms,
minus the free-spin term taken `degree - 1` times for each vertex. -/
def betheLogZ (G : SimpleGraph V) [DecidableRel G.Adj] (K : Sym2 V → ℝ) : ℝ :=
  ∑ e ∈ G.edgeFinset, Real.log (pairZ (K e))
    - ∑ v, ((G.degree v : ℝ) - 1) * Real.log siteZ

/-- Reverse all spins on the side of the system marked by `A`. -/
def flipSide (A σ : V → Bool) : V → Bool := fun v => xor (A v) (σ v)

omit [Fintype V] [DecidableEq V] in
/-- Reversing the spins on one side changes the sign of exactly those bond variables whose
edge joins the two sides. -/
theorem bond_flipSide (A σ : V → Bool) (i j : V) :
    bond (flipSide A σ) s(i, j) = if A i = A j then bond σ s(i, j) else -bond σ s(i, j) := by
  simp only [bond, Sym2.lift_mk, flipSide]
  cases A i <;> cases A j <;> cases σ i <;> cases σ j <;> simp [spin]

/-- If no edge in `F` joins the two sides marked by `A`, the product of two spins on opposite
sides averages to zero. -/
theorem sum_bond_eq_zero (F : Finset (Sym2 V)) (K : Sym2 V → ℝ) (A : V → Bool) {u v : V}
    (huv : A u ≠ A v) (hF : ∀ i j, s(i, j) ∈ F → A i = A j) :
    ∑ σ : V → Bool, bond σ s(u, v) * weight F K σ = 0 := by
  have hinv : Function.Involutive (flipSide A) := by
    intro σ
    funext w
    simp only [flipSide]
    cases A w <;> cases σ w <;> rfl
  have hw : ∀ σ, weight F K (flipSide A σ) = weight F K σ := by
    intro σ
    unfold weight
    congr 1
    refine Finset.sum_congr rfl fun e he => ?_
    induction e using Sym2.ind with
    | _ i j => rw [bond_flipSide, if_pos (hF i j he)]
  -- the flip is a bijection of configurations that reverses the summand
  have h := Equiv.sum_comp hinv.toPerm (fun σ => bond σ s(u, v) * weight F K σ)
  simp only [Function.Involutive.coe_toPerm, hw, bond_flipSide, if_neg huv, neg_mul,
    Finset.sum_neg_distrib] at h
  linarith

/-- Joining two sides by a single edge of coupling `k` multiplies the partition function by
`cosh k`, and the new Boltzmann sum weighted with the new bond variable is `sinh k` times the old
partition function. -/
theorem join_sides (F : Finset (Sym2 V)) (K : Sym2 V → ℝ) (A : V → Bool) {u v : V}
    (huv : A u ≠ A v) (hF : ∀ i j, s(i, j) ∈ F → A i = A j) :
    partitionFn (insert s(u, v) F) K = Real.cosh (K s(u, v)) * partitionFn F K ∧
    ∑ σ : V → Bool, bond σ s(u, v) * weight (insert s(u, v) F) K σ
      = Real.sinh (K s(u, v)) * partitionFn F K := by
  have h0 := sum_bond_eq_zero F K A huv hF
  have hb : ∀ σ : V → Bool, bond σ s(u, v) = 1 ∨ bond σ s(u, v) = -1 := by
    intro σ
    simp only [bond, Sym2.lift_mk]
    cases σ u <;> cases σ v <;> simp [spin]
  -- for a bond variable s = ±1, exp (k s) = cosh k + s sinh k
  have hins : ∀ σ : V → Bool, weight (insert s(u, v) F) K σ
      = (Real.cosh (K s(u, v)) + bond σ s(u, v) * Real.sinh (K s(u, v))) * weight F K σ := by
    intro σ
    unfold weight
    rw [Finset.sum_insert (fun h => huv (hF u v h)), Real.exp_add]
    congr 1
    rcases hb σ with h | h
    · rw [h, mul_one, one_mul, Real.cosh_add_sinh]
    · rw [h, mul_neg_one, neg_one_mul, ← sub_eq_add_neg, Real.cosh_sub_sinh]
  constructor
  · have h : partitionFn (insert s(u, v) F) K = Real.cosh (K s(u, v)) * partitionFn F K
        + Real.sinh (K s(u, v)) * ∑ σ : V → Bool, bond σ s(u, v) * weight F K σ := by
      unfold partitionFn
      rw [Finset.mul_sum, Finset.mul_sum, ← Finset.sum_add_distrib]
      refine Finset.sum_congr rfl fun σ _ => ?_
      rw [hins]
      ring
    rw [h, h0, mul_zero, add_zero]
  · have h : ∑ σ : V → Bool, bond σ s(u, v) * weight (insert s(u, v) F) K σ
        = Real.sinh (K s(u, v)) * partitionFn F K
        + Real.cosh (K s(u, v)) * ∑ σ : V → Bool, bond σ s(u, v) * weight F K σ := by
      unfold partitionFn
      rw [Finset.mul_sum, Finset.mul_sum, ← Finset.sum_add_distrib]
      refine Finset.sum_congr rfl fun σ _ => ?_
      rw [hins]
      rcases hb σ with h | h <;> rw [h] <;> ring
    rw [h, h0, mul_zero, add_zero]

variable (G : SimpleGraph V) [DecidableRel G.Adj]

/-- In a forest, the ends of any edge lie on two sides that no other edge joins. -/
theorem exists_sides (hG : G.IsAcyclic) {u v : V} (huv : G.Adj u v) :
    ∃ A : V → Bool, A u ≠ A v ∧
      ∀ i j, s(i, j) ∈ G.edgeFinset.erase s(u, v) → A i = A j := by
  classical
  have hb : ¬ (G.deleteEdges {s(u, v)}).Reachable u v := by
    have h := SimpleGraph.isAcyclic_iff_forall_adj_isBridge.mp hG huv
    simpa [SimpleGraph.isBridge_iff, huv, SimpleGraph.deleteEdges] using h
  -- one side is everything still reachable from u once the edge is cut
  refine ⟨fun w => decide ((G.deleteEdges {s(u, v)}).Reachable u w), ?_, ?_⟩
  · simp only [ne_eq, decide_eq_decide]
    exact fun h => hb (h.mp (SimpleGraph.Reachable.refl u))
  · intro i j hij
    rw [Finset.mem_erase, SimpleGraph.mem_edgeFinset, SimpleGraph.mem_edgeSet] at hij
    have hadj : (G.deleteEdges {s(u, v)}).Adj i j :=
      SimpleGraph.deleteEdges_adj.mpr ⟨hij.2, hij.1⟩
    exact decide_eq_decide.mpr
      ⟨fun r => r.trans hadj.reachable, fun r => r.trans hadj.symm.reachable⟩

/-- On a forest with `N` vertices, `Z` is `2 ^ N` times the product of `cosh K_e` over the
edges. -/
theorem partitionFn_forest (hG : G.IsAcyclic) (K : Sym2 V → ℝ) :
    partitionFn G.edgeFinset K
      = 2 ^ Fintype.card V * ∏ e ∈ G.edgeFinset, Real.cosh (K e) := by
  -- build up the forest edge by edge
  have key : ∀ F : Finset (Sym2 V), F ⊆ G.edgeFinset →
      partitionFn F K = 2 ^ Fintype.card V * ∏ e ∈ F, Real.cosh (K e) := by
    intro F
    induction F using Finset.induction_on with
    | empty => intro _; simp [partitionFn, weight]
    | insert a F ha ih =>
      intro hsub
      induction a using Sym2.ind with
      | _ u v =>
        have huv : G.Adj u v := by
          have h := hsub (Finset.mem_insert_self _ _)
          rwa [SimpleGraph.mem_edgeFinset, SimpleGraph.mem_edgeSet] at h
        obtain ⟨A, hA, hside⟩ := exists_sides G hG huv
        have hF : ∀ i j, s(i, j) ∈ F → A i = A j := fun i j hij =>
          hside i j (Finset.mem_erase.mpr
            ⟨fun h => ha (h ▸ hij), hsub (Finset.mem_insert_of_mem hij)⟩)
        rw [(join_sides F K A hA hF).1, Finset.prod_insert ha,
          ih (fun x hx => hsub (Finset.mem_insert_of_mem hx))]
        ring
  exact key _ (Finset.Subset.refl _)

omit [DecidableEq V] in
/-- Summed over a graph with `N` vertices and `E` edges, degree minus one gives `2 E - N`. -/
theorem sum_overcount (c : ℝ) :
    ∑ v, ((G.degree v : ℝ) - 1) * c
      = (2 * (G.edgeFinset.card : ℝ) - Fintype.card V) * c := by
  have hd : ∑ v, (G.degree v : ℝ) = 2 * (G.edgeFinset.card : ℝ) := by
    exact_mod_cast G.sum_degrees_eq_twice_card_edges
  rw [← Finset.sum_mul, Finset.sum_sub_distrib, hd]
  simp

/-- For the zero-field Ising model on a finite forest, in particular on a tree, the Bethe
combination of pair and site terms is the exact `log Z`, here also written out explicitly. -/
theorem bethe_exact (hG : G.IsAcyclic) (K : Sym2 V → ℝ) :
    Real.log (partitionFn G.edgeFinset K) = betheLogZ G K ∧
    Real.log (partitionFn G.edgeFinset K)
      = ∑ e ∈ G.edgeFinset, Real.log (4 * Real.cosh (K e))
        - ∑ v, ((G.degree v : ℝ) - 1) * Real.log 2 := by
  have hsite : siteZ = 2 := by norm_num [siteZ]
  have hpair : ∀ k, pairZ k = 4 * Real.cosh k := by
    intro k
    simp only [pairZ, spin, Fintype.sum_bool, Real.cosh_eq]
    norm_num
    ring
  have h4 : ∀ k, Real.log (4 * Real.cosh k) = 2 * Real.log 2 + Real.log (Real.cosh k) := by
    intro k
    rw [Real.log_mul (by norm_num) (Real.cosh_pos k).ne',
      show (4 : ℝ) = 2 ^ 2 by norm_num, Real.log_pow]
    norm_num
  have hprod : 0 < ∏ e ∈ G.edgeFinset, Real.cosh (K e) :=
    Finset.prod_pos fun e _ => Real.cosh_pos _
  have main : Real.log (partitionFn G.edgeFinset K)
      = ∑ e ∈ G.edgeFinset, Real.log (4 * Real.cosh (K e))
        - ∑ v, ((G.degree v : ℝ) - 1) * Real.log 2 := by
    rw [partitionFn_forest G hG K, Real.log_mul (by positivity) hprod.ne', Real.log_pow,
      Real.log_prod, sum_overcount]
    · simp only [h4, Finset.sum_add_distrib, Finset.sum_const, nsmul_eq_mul]
      ring
    · exact fun e _ => (Real.cosh_pos _).ne'
  refine ⟨?_, main⟩
  rw [main]
  simp only [betheLogZ, hsite, hpair]

/-- On a tree of `N` spins with uniform coupling `k`, `log Z` consists of `N - 1` pair terms
minus `N - 2` site terms. -/
theorem log_partitionFn_uniform_tree (hG : G.IsTree) (k : ℝ) :
    Real.log (partitionFn G.edgeFinset (fun _ => k))
      = ((Fintype.card V : ℝ) - 1) * Real.log (4 * Real.cosh k)
        - ((Fintype.card V : ℝ) - 2) * Real.log 2 := by
  have hE : (G.edgeFinset.card : ℝ) + 1 = Fintype.card V := by
    exact_mod_cast hG.card_edgeFinset
  rw [(bethe_exact G hG.isAcyclic _).2, sum_overcount, Finset.sum_const, nsmul_eq_mul, ← hE]
  ring

/-- On a forest, the correlation of two neighbouring spins is `tanh` of the coupling between
them, whatever the other couplings are. -/
theorem correlation_forest (hG : G.IsAcyclic) (K : Sym2 V → ℝ) {u v : V} (huv : G.Adj u v) :
    correlation G.edgeFinset K s(u, v) = Real.tanh (K s(u, v)) := by
  obtain ⟨A, hA, hside⟩ := exists_sides G hG huv
  have hmem : s(u, v) ∈ G.edgeFinset := by
    rwa [SimpleGraph.mem_edgeFinset, SimpleGraph.mem_edgeSet]
  have hZ : 0 < partitionFn (G.edgeFinset.erase s(u, v)) K :=
    Finset.sum_pos (fun _ _ => Real.exp_pos _) Finset.univ_nonempty
  have hj := join_sides (G.edgeFinset.erase s(u, v)) K A hA hside
  rw [Finset.insert_erase hmem] at hj
  rw [correlation, hj.1, hj.2, Real.tanh_eq_sinh_div_cosh, mul_div_mul_right _ _ hZ.ne']

end

end BetheTreeIsing
```

```lean
#print axioms BetheTreeIsing.bethe_exact
-- 'BetheTreeIsing.bethe_exact' depends on axioms: [propext, Classical.choice, Quot.sound]
#print axioms BetheTreeIsing.log_partitionFn_uniform_tree
-- 'BetheTreeIsing.log_partitionFn_uniform_tree' depends on axioms: [propext, Classical.choice, Quot.sound]
#print axioms BetheTreeIsing.correlation_forest
-- 'BetheTreeIsing.correlation_forest' depends on axioms: [propext, Classical.choice, Quot.sound]
```
